# Continuity of density-weighted integrals at uniform density on a finite interval

A uniform one-dimensional density `n₀ > 0` is perturbed to `n₀ + d f(x)`, with `f` continuous, on a finite interval with endpoints `a` and `b`. The theorem states that for all sufficiently small `d` the density is at least `n₀ / 2` throughout the interval, and that for every continuous `w` and real `s` the integral of `w / (n₀ + d f)^s` from `a` to `b` tends to that of `w` divided by `n₀^s` as `d` tends to zero. The proof gets the lower bound from the boundedness of `f` on the interval. For the limit it replaces the density by its maximum with `n₀ / 2`, so that the integrand is continuous in `d` and `x` together, takes the limit of the resulting integral, and then removes the cutoff for small `d`.

An attempt in Lean 4 with a fault in it:

```lean
import Mathlib

open Filter MeasureTheory
open scoped Topology Real

namespace GradientExpansionResponse

noncomputable section

/-- The integral of `w / n^s` over the cell `[a, b]`. -/
def moment (a b s : ℝ) (w n : ℝ → ℝ) : ℝ := ∫ x in a..b, w x / n x ^ s

/-- For `n₀ > 0` and continuous `f`, the density `n₀ + d f` is at least `n₀ / 2` on the cell for all
small `d`, and for continuous `w` the integral of `w / (n₀ + d f)^s` tends to that of `w / n₀^s` as
`d` tends to zero. -/
theorem weak_perturbation {a b n₀ : ℝ} {f : ℝ → ℝ} (hf : Continuous f) (h0 : 0 < n₀) :
    (∀ᶠ d in 𝓝 (0 : ℝ), ∀ x ∈ Set.uIcc a b, n₀ / 2 ≤ n₀ + d * f x) ∧
    ∀ (w : ℝ → ℝ) (s : ℝ), Continuous w →
      Tendsto (fun d => moment a b s w (fun x => n₀ + d * f x)) (𝓝 0)
        (𝓝 ((∫ x in a..b, w x) / n₀ ^ s)) := by
  have hlow : ∀ᶠ d in 𝓝 (0 : ℝ), ∀ x ∈ Set.uIcc a b, n₀ / 2 ≤ n₀ + d * f x := by
    obtain ⟨M, hM⟩ := isCompact_uIcc.exists_bound_of_continuousOn (hf.continuousOn (s := Set.uIcc a b))
    have ht : Tendsto (fun d : ℝ => |d| * M) (𝓝 0) (𝓝 0) := by
      have h : Continuous fun d : ℝ => |d| * M := continuous_abs.mul continuous_const
      simpa using h.tendsto 0
    filter_upwards [ht.eventually_lt_const (half_pos h0)] with d hd x hx
    have h1 : |d * f x| ≤ |d| * M := by
      rw [abs_mul]
      exact mul_le_mul_of_nonneg_left (hM x hx) (abs_nonneg d)
    linarith [neg_abs_le (d * f x)]
  refine ⟨hlow, fun w s hw => ?_⟩
  -- cut the density off at half its mean, which changes nothing for small amplitudes
  have hm : ∀ d x, 0 < max (n₀ / 2) (n₀ + d * f x) := fun d x => lt_max_of_lt_left (half_pos h0)
  have hj : Continuous (Function.uncurry fun d x : ℝ =>
      w x / (max (n₀ / 2) (n₀ + d * f x)) ^ s) :=
    Continuous.div (hw.comp continuous_snd)
      (Continuous.rpow_const (continuous_const.max
        (continuous_const.add (continuous_fst.mul (hf.comp continuous_snd))))
        (fun p => Or.inl (hm p.1 p.2).ne'))
      (fun p => (Real.rpow_pos_of_pos (hm p.1 p.2) s).ne')
  have ht := (intervalIntegral.continuous_parametric_intervalIntegral_of_continuous'
    hj a b).tendsto 0
  simp only [zero_mul, add_zero, max_eq_right (half_le_self h0.le),
    intervalIntegral.integral_div] at ht
  refine ht.congr' ?_
  filter_upwards [hlow] with d hd
  refine intervalIntegral.integral_congr fun x hx => ?_
  simp only [max_eq_right (hd x hx)]

end

end GradientExpansionResponse
```

Compiling this gives:

```
Main.lean:41:14: error: typeclass instance problem is stuck
  IsLocallyFiniteMeasure ?m.485

Note: Lean will not try to resolve this typeclass instance problem because the fourth type argument to `IsLocallyFiniteMeasure` is a metavariable. This argument must be fully determined before Lean will try to resolve the typeclass.

Hint: Adding type annotations and supplying implicit arguments to functions can give Lean more information for typeclass resolution. For example, if you have a variable `x` that you intend to be a `Nat`, but Lean reports it as having an unresolved type like `?m`, replacing `x` with `(x : Nat)` can get typeclass resolution un-stuck.
```

Cause. The error is that Lean can't look for an instance of `IsLocallyFiniteMeasure`, because the measure it concerns is still unknown, the metavariable `?m.485`. The lemma `intervalIntegral.continuous_parametric_intervalIntegral_of_continuous'` holds for any locally finite measure and takes that measure as an implicit argument. The arguments given, `hj`, `a` and `b`, fix the integrand and the endpoints but don't mention a measure. Nor does the context supply one, since `.tendsto 0` is applied directly to the lemma and `ht` has no stated type.

The repair first states the continuity as `hc`, with the integral written out. The notation `∫ x in a..b, …` without a named measure means integration against the standard volume on the real line, so matching the lemma with this statement fixes the measure, and the instance can be found. `ht` is then taken from `hc`.

The change to the comment has no bearing on the error, but it corrects a misstatement. The cutoff is `n₀ / 2`, which needn't be half the mean density, because `f` isn't assumed to average to zero on the interval. The new wording also says that the cutoff changes nothing on the cell, which is where the lower bound was proved.

This version goes through:

```diff
@@ -30,5 +30,5 @@
     linarith [neg_abs_le (d * f x)]
   refine ⟨hlow, fun w s hw => ?_⟩
-  -- cut the density off at half its mean, which changes nothing for small amplitudes
+  -- cut the density off below at `n₀ / 2`, which changes nothing on the cell for small amplitudes
   have hm : ∀ d x, 0 < max (n₀ / 2) (n₀ + d * f x) := fun d x => lt_max_of_lt_left (half_pos h0)
   have hj : Continuous (Function.uncurry fun d x : ℝ =>
@@ -39,6 +39,7 @@
         (fun p => Or.inl (hm p.1 p.2).ne'))
       (fun p => (Real.rpow_pos_of_pos (hm p.1 p.2) s).ne')
-  have ht := (intervalIntegral.continuous_parametric_intervalIntegral_of_continuous'
-    hj a b).tendsto 0
+  have hc : Continuous fun d : ℝ => ∫ x in a..b, w x / (max (n₀ / 2) (n₀ + d * f x)) ^ s :=
+    intervalIntegral.continuous_parametric_intervalIntegral_of_continuous' hj a b
+  have ht := hc.tendsto 0
   simp only [zero_mul, add_zero, max_eq_right (half_le_self h0.le),
     intervalIntegral.integral_div] at ht
```
